# A particle of charge +1 on a four-site ring of unit radius, with ħ = 1: zero on-site orbital moment and ground-state moment t sin φ, for clockwise hopping −t exp(iφ), t > 0 and |φ| < π/4

**Q:** You represent position by a diagonal matrix in the site basis, so an electron on a site sits exactly at its centre. Doesn't that discard the physics of orbital moments?

**A:** It discards the part inside an atom. With one s orbital per site, that part is zero anyway. What remains is current between sites, and the diagonal choice isolates it. The basis is orthonormal, and position has no matrix elements between different sites.

```lean
import Mathlib

open Matrix

namespace IntersiteOrbitalMoment

noncomputable section

variable {n : Type*} [Fintype n] [DecidableEq n]

/-- A position operator, diagonal in the site basis, with the given site coordinates. -/
def position (x : n → ℝ) : Matrix n n ℂ := Matrix.diagonal (fun a => (x a : ℂ))
```

**Q:** And the velocity?

**A:** It is the Heisenberg velocity with ħ = 1, computed from the same Hamiltonian H:

Vx = i[H, X],  Vy = i[H, Y]

The moment is then

M = (X Vy − Y Vx)/2

This is the moment for unit positive charge, in units without a factor of c; an electron's magnetic moment has the opposite sign. In Lean, `x` and `y` are real coordinate functions on any finite set of sites `n`, and `expectation A ψ` is ψ†Aψ, which is a mean value when ψ is normalised.

```lean
/-- The velocity `i[H, X]` belonging to the coordinate `x`. -/
def velocity (H : Matrix n n ℂ) (x : n → ℝ) : Matrix n n ℂ :=
  Complex.I • (H * position x - position x * H)

/-- The orbital moment `(X Vy - Y Vx) / 2`. -/
def moment (H : Matrix n n ℂ) (x y : n → ℝ) : Matrix n n ℂ :=
  (1 / 2 : ℂ) • (position x * velocity H y - position y * velocity H x)

/-- The expression `ψ† A ψ`, the expectation value of `A` when `ψ` is normalised. -/
def expectation (A : Matrix n n ℂ) (ψ : n → ℂ) : ℂ := star ψ ⬝ᵥ (A *ᵥ ψ)
```

**Q:** Where does the ring enter?

**A:** Through an explicit 4×4 matrix. Number the sites a = 0, 1, 2, 3 anticlockwise from (1,0), with indices modulo 4, and write

h = −t exp(iφ),  H_(a,a+1) = h,  H_(a+1,a) = h*

The phase φ on each bond is put in by hand; a full clockwise turn round the ring collects 4φ. This total stands for the effect of a magnetic flux through the ring, or for the phase an electron collects when its spin follows a noncoplanar texture. Neither mechanism is derived here, and there is no spin degree of freedom.

```lean
/-- The hopping amplitude `-t exp(iφ)`. -/
def hop (t φ : ℝ) : ℂ := -(t : ℂ) * Complex.exp (φ * Complex.I)

/-- The four-site ring: `hop` from each site `a + 1` to `a`, and its conjugate backwards. -/
def ringH (t φ : ℝ) : Matrix (Fin 4) (Fin 4) ℂ :=
  !![0, hop t φ, 0, (starRingEnd ℂ) (hop t φ);
     (starRingEnd ℂ) (hop t φ), 0, hop t φ, 0;
     0, (starRingEnd ℂ) (hop t φ), 0, hop t φ;
     hop t φ, 0, (starRingEnd ℂ) (hop t φ), 0]

/-- The x coordinates of the four sites. -/
def siteX : Fin 4 → ℝ := ![1, 0, -1, 0]

/-- The y coordinates of the four sites. -/
def siteY : Fin 4 → ℝ := ![0, 1, 0, -1]

/-- The uniform vector with amplitude 1/2 on each site. -/
def uniform : Fin 4 → ℂ := fun _ => 1 / 2
```

**Q:** Show me that the diagonal of M vanishes for a reason, and not because of this ring.

**A:** Since X and Y are diagonal, (Vy)_ab = i H_ab (y_b − y_a), and likewise for x. Therefore

M_ab = (i/2) H_ab [x_a(y_b − y_a) − y_a(x_b − x_a)]
  = (i/2) H_ab (x_a y_b − y_a x_b)

At a = b the bracket is zero, whatever H is. `moment_apply` states this formula for all H and all coordinates; its proof expands the diagonal products and finishes with `ring`.

```lean
/-- Each matrix element of the moment is the same element of `H` times the cross product of the two
site positions, times `i/2`. -/
theorem moment_apply (H : Matrix n n ℂ) (x y : n → ℝ) (a b : n) :
    moment H x y a b = Complex.I / 2 * H a b * (x a * y b - y a * x b) := by
  simp only [moment, velocity, position, Matrix.smul_apply, Matrix.sub_apply,
    Matrix.diagonal_mul, Matrix.mul_diagonal, smul_eq_mul]
  ring
```

**Q:** That cross product depends on the origin. Is the moment physical at all?

**A:** Its expectation in an energy eigenstate is. If H is Hermitian and Hψ = Eψ with E real, then ψ†H = Eψ†, so

ψ†(HA − AH)ψ = Eψ†Aψ − Eψ†Aψ = 0

In the proof, `hl` is the left-eigenvector equation, and the rewrites carry out the subtraction.

```lean
omit [DecidableEq n] in
/-- In an eigenstate of a Hermitian Hamiltonian the expectation of `[H, A]` vanishes. -/
theorem expectation_commutator (H A : Matrix n n ℂ) (hH : H.IsHermitian) (ψ : n → ℂ) (E : ℝ)
    (hψ : H *ᵥ ψ = (E : ℂ) • ψ) : expectation (H * A - A * H) ψ = 0 := by
  -- the bra is a left eigenvector with the same real energy
  have hl : star ψ ᵥ* H = (E : ℂ) • star ψ := by
    have h := congrArg star hψ
    rw [Matrix.star_mulVec, hH.eq] at h
    rw [h]
    ext a
    simp
  unfold expectation
  rw [Matrix.sub_mulVec, dotProduct_sub, ← Matrix.mulVec_mulVec, ← Matrix.mulVec_mulVec, hψ,
    Matrix.dotProduct_mulVec (star ψ) H, hl, Matrix.mulVec_smul, dotProduct_smul,
    smul_dotProduct, sub_self]
```

Now shift every site by (p, q). The cross product gains p(y_b − y_a) − q(x_b − x_a), so

M′ = M + (ip/2)[H, Y] − (iq/2)[H, X]

Both additions average to zero. This matrix identity is `hM`, checked element by element.

```lean
/-- In an eigenstate of a Hermitian Hamiltonian the expectation of the moment does not change
when all sites are shifted by `(p, q)`. -/
theorem moment_origin_independent (H : Matrix n n ℂ) (hH : H.IsHermitian) (x y : n → ℝ)
    (ψ : n → ℂ) (E : ℝ) (hψ : H *ᵥ ψ = (E : ℂ) • ψ) (p q : ℝ) :
    expectation (moment H (fun a => x a + p) (fun a => y a + q)) ψ
      = expectation (moment H x y) ψ := by
  -- the shift adds only commutators with H
  have hM : moment H (fun a => x a + p) (fun a => y a + q) = moment H x y
      + (Complex.I / 2 * p) • (H * position y - position y * H)
      - (Complex.I / 2 * q) • (H * position x - position x * H) := by
    ext a b
    simp only [Matrix.sub_apply, Matrix.add_apply, Matrix.smul_apply, moment_apply, position,
      Matrix.diagonal_mul, Matrix.mul_diagonal, smul_eq_mul]
    push_cast
    ring
  have hx := expectation_commutator H (position x) hH ψ E hψ
  have hy := expectation_commutator H (position y) hH ψ E hψ
  unfold expectation at hx hy ⊢
  rw [hM, Matrix.sub_mulVec, Matrix.add_mulVec, Matrix.smul_mulVec, Matrix.smul_mulVec,
    dotProduct_sub, dotProduct_add, dotProduct_smul, dotProduct_smul, hx, hy]
  simp
```

**Q:** Is the uniform vector really an eigenvector when the hopping is complex?

**A:** Yes. Each row of H contains h once and h* once, so with ψ_a = 1/2 on every site

(Hψ)_a = (h + h*)/2 = −2t cos φ · ψ_a

The lemma `hop_re` on the real part of `hop` supplies h + h* = −2t cos φ, and Hermiticity is checked entry by entry. The lemma `hop_im` on the imaginary part is used later, for the energy identity and the moment.

```lean
lemma hop_re (t φ : ℝ) : (hop t φ).re = -t * Real.cos φ := by
  simp [hop, Complex.exp_ofReal_mul_I_re]

lemma hop_im (t φ : ℝ) : (hop t φ).im = -t * Real.sin φ := by
  simp [hop, Complex.exp_ofReal_mul_I_im]

/-- The ring Hamiltonian is Hermitian. -/
theorem ringH_isHermitian (t φ : ℝ) : (ringH t φ).IsHermitian := by
  ext i j
  fin_cases i <;> fin_cases j <;> simp [ringH, Matrix.conjTranspose_apply]

/-- The uniform vector is an eigenvector of the ring with energy `-2t cos φ`. -/
theorem ringH_uniform (t φ : ℝ) :
    ringH t φ *ᵥ uniform = ((-2 * t * Real.cos φ : ℝ) : ℂ) • uniform := by
  have h : ((-2 * t * Real.cos φ : ℝ) : ℂ) = hop t φ + (starRingEnd ℂ) (hop t φ) := by
    rw [Complex.add_conj, hop_re]
    push_cast
    ring
  rw [h]
  ext a
  fin_cases a <;>
    simp [ringH, uniform, Matrix.mulVec, dotProduct, Fin.sum_univ_four, add_mul] <;> ring
```

**Q:** An eigenvector need not be the ground state.

**A:** For that, expand an arbitrary vector v in Fourier components c_k = Σ_a exp(−ika) v_a, with k = 0, π/2, π, −π/2. The energies are E_k = −2t cos(φ + k), and

v†Hv = (1/4) Σ_k E_k |c_k|²,  Σ_a |v_a|² = (1/4) Σ_k |c_k|²

Measuring the energy from E_0 = −2t cos φ removes the k = 0 term:

v†Hv + 2t cos φ Σ_a |v_a|²
  = (t/2)(cos φ + sin φ) |v_0 − i v_1 − v_2 + i v_3|²
  + t cos φ |v_0 − v_1 + v_2 − v_3|²
  + (t/2)(cos φ − sin φ) |v_0 + i v_1 − v_2 − i v_3|²

Lean verifies this identity directly by expanding real and imaginary parts. It takes `.re` of the expectation because the type is complex; for Hermitian H the value is real.

```lean
/-- The real part of `v† H v`, measured from `-2t cos φ` times the squared norm of `v`, is a
weighted sum of the squared amplitudes of the three non-uniform Fourier components. -/
theorem energy_decomposition (t φ : ℝ) (v : Fin 4 → ℂ) :
    (expectation (ringH t φ) v).re + 2 * t * Real.cos φ * ∑ a, Complex.normSq (v a)
      = t * (Real.cos φ + Real.sin φ) / 2
          * Complex.normSq (v 0 - Complex.I * v 1 - v 2 + Complex.I * v 3)
        + t * Real.cos φ * Complex.normSq (v 0 - v 1 + v 2 - v 3)
        + t * (Real.cos φ - Real.sin φ) / 2
          * Complex.normSq (v 0 + Complex.I * v 1 - v 2 - Complex.I * v 3) := by
  simp [expectation, ringH, Matrix.mulVec, dotProduct, Fin.sum_univ_four,
    Complex.normSq_apply, hop_re, hop_im]
  ring
```

**Q:** So the condition on φ makes the weights positive?

**A:** Exactly. For |φ| < π/4, both φ + π/4 and φ − π/4 lie strictly between −π/2 and π/2, so their cosines are positive. These cosines are (cos φ ∓ sin φ)/√2. Adding the two inequalities gives cos φ > 0. With t > 0, the energy bound follows.

If v reaches the bound, all three amplitudes vanish. The sum of the first and third gives v_2 = v_0, their difference gives v_3 = v_1, and the second then gives v_1 = v_0. The ground state is therefore unique up to a factor. The `linear_combination` steps do this elimination.

```lean
/-- For `t > 0` and `|φ| < π/4` no vector has energy below `-2t cos φ` times its squared norm,
and only vectors that are constant over the ring reach this bound. -/
theorem uniform_minimises (t φ : ℝ) (ht : 0 < t) (hφ : |φ| < Real.pi / 4) (v : Fin 4 → ℂ) :
    -2 * t * Real.cos φ * ∑ a, Complex.normSq (v a) ≤ (expectation (ringH t φ) v).re ∧
    ((expectation (ringH t φ) v).re = -2 * t * Real.cos φ * ∑ a, Complex.normSq (v a) →
      ∀ a, v a = v 0) := by
  obtain ⟨h1, h2⟩ := abs_lt.mp hφ
  have hr : 0 < √2 / 2 := by positivity
  -- all three excitation energies are positive
  have hm : 0 < Real.cos φ - Real.sin φ := by
    have h : 0 < Real.cos (φ + Real.pi / 4) :=
      Real.cos_pos_of_mem_Ioo ⟨by linarith, by linarith⟩
    rw [Real.cos_add, Real.cos_pi_div_four, Real.sin_pi_div_four, ← sub_mul] at h
    exact (mul_pos_iff_of_pos_right hr).mp h
  have hp : 0 < Real.cos φ + Real.sin φ := by
    have h : 0 < Real.cos (φ - Real.pi / 4) :=
      Real.cos_pos_of_mem_Ioo ⟨by linarith, by linarith⟩
    rw [Real.cos_sub, Real.cos_pi_div_four, Real.sin_pi_div_four, ← add_mul] at h
    exact (mul_pos_iff_of_pos_right hr).mp h
  have hc : 0 < Real.cos φ := by linarith
  have k1 : 0 < t * (Real.cos φ + Real.sin φ) / 2 := by positivity
  have k2 : 0 < t * Real.cos φ := by positivity
  have k3 : 0 < t * (Real.cos φ - Real.sin φ) / 2 := half_pos (mul_pos ht hm)
  have hE := energy_decomposition t φ v
  have n1 := mul_nonneg k1.le
    (Complex.normSq_nonneg (v 0 - Complex.I * v 1 - v 2 + Complex.I * v 3))
  have n2 := mul_nonneg k2.le (Complex.normSq_nonneg (v 0 - v 1 + v 2 - v 3))
  have n3 := mul_nonneg k3.le
    (Complex.normSq_nonneg (v 0 + Complex.I * v 1 - v 2 - Complex.I * v 3))
  refine ⟨by linarith, fun heq => ?_⟩
  -- at equality every non-uniform Fourier component vanishes
  have w1 := Complex.normSq_eq_zero.mp
    ((mul_eq_zero.mp (le_antisymm (by linarith) n1)).resolve_left k1.ne')
  have w2 := Complex.normSq_eq_zero.mp
    ((mul_eq_zero.mp (le_antisymm (by linarith) n2)).resolve_left k2.ne')
  have w3 := Complex.normSq_eq_zero.mp
    ((mul_eq_zero.mp (le_antisymm (by linarith) n3)).resolve_left k3.ne')
  have e1 : v 1 = v 0 := by
    linear_combination (-1 / 4 + Complex.I / 4) * w1 - (1 / 2) * w2
      + (-1 / 4 - Complex.I / 4) * w3 + (v 1 - v 3) / 2 * Complex.I_sq
  have e2 : v 2 = v 0 := by linear_combination (-1 / 2) * w1 - (1 / 2) * w3
  have e3 : v 3 = v 0 := by
    linear_combination (-1 / 4 - Complex.I / 4) * w1 - (1 / 2) * w2
      + (-1 / 4 + Complex.I / 4) * w3 - (v 1 - v 3) / 2 * Complex.I_sq
  intro a
  fin_cases a
  · rfl
  · exact e1
  · exact e2
  · exact e3
```

**Q:** And the moment itself?

**A:** For neighbours, x_a y_(a+1) − y_a x_(a+1) = 1. Each of the four bonds contributes with weight |1/2|² = 1/4, so

ψ†Mψ = 4 · (1/4) · (i/2)(h − h*) = −Im h = t sin φ

In the proof, `h` names the equation for this bond sum, not the hopping.

```lean
/-- The moment of the uniform vector on the ring is `t sin φ`. -/
theorem uniform_moment (t φ : ℝ) :
    expectation (moment (ringH t φ) siteX siteY) uniform = ((t * Real.sin φ : ℝ) : ℂ) := by
  -- the four bonds contribute equally
  have h : expectation (moment (ringH t φ) siteX siteY) uniform
      = Complex.I / 2 * (hop t φ - (starRingEnd ℂ) (hop t φ)) := by
    simp [expectation, Matrix.mulVec, dotProduct, Fin.sum_univ_four, moment_apply, ringH,
      uniform, siteX, siteY]
    ring
  rw [h, Complex.sub_conj, hop_im]
  push_cast
  linear_combination (-(t : ℂ) * Complex.sin φ) * Complex.I_sq
```

**Q:** What does the main theorem finally assert?

**A:** Given `ht` (t > 0) and `hφ` (|φ| < π/4), it joins five statements: zero on-site elements, normalisation, the eigenvalue equation, the lower energy bound for every vector, and the moment t sin φ. Uniqueness stays in `uniform_minimises`. The last theorem gives the same moment about any origin, and needs no restriction on t or φ because it speaks only of the uniform vector.

```lean
/-- For `t > 0` and `|φ| < π/4` all on-site elements of the moment vanish, while the normalised
uniform vector is an eigenvector of lowest energy and has moment `t sin φ`. -/
theorem ground_state_moment_without_onsite_part (t φ : ℝ) (ht : 0 < t)
    (hφ : |φ| < Real.pi / 4) :
    (∀ a, moment (ringH t φ) siteX siteY a a = 0) ∧
    ∑ a, Complex.normSq (uniform a) = 1 ∧
    ringH t φ *ᵥ uniform = ((-2 * t * Real.cos φ : ℝ) : ℂ) • uniform ∧
    (∀ v : Fin 4 → ℂ, -2 * t * Real.cos φ * ∑ a, Complex.normSq (v a)
      ≤ (expectation (ringH t φ) v).re) ∧
    expectation (moment (ringH t φ) siteX siteY) uniform = ((t * Real.sin φ : ℝ) : ℂ) := by
  refine ⟨fun a => ?_, ?_, ringH_uniform t φ,
    fun v => (uniform_minimises t φ ht hφ v).1, uniform_moment t φ⟩
  · rw [moment_apply]
    ring
  · norm_num [uniform, Fin.sum_univ_four, Complex.normSq_apply]

/-- The moment of the uniform vector is `t sin φ` also when the ring is shifted by `(p, q)`. -/
theorem uniform_moment_any_origin (t φ p q : ℝ) :
    expectation (moment (ringH t φ) (fun a => siteX a + p) (fun a => siteY a + q)) uniform
      = ((t * Real.sin φ : ℝ) : ℂ) := by
  rw [moment_origin_independent _ (ringH_isHermitian t φ) _ _ _ _ (ringH_uniform t φ),
    uniform_moment]

end

end IntersiteOrbitalMoment
```

```lean
#print axioms IntersiteOrbitalMoment.ground_state_moment_without_onsite_part
#print axioms IntersiteOrbitalMoment.uniform_moment_any_origin
```

```
'IntersiteOrbitalMoment.ground_state_moment_without_onsite_part' depends on axioms: [propext, Classical.choice, Quot.sound]
'IntersiteOrbitalMoment.uniform_moment_any_origin' depends on axioms: [propext, Classical.choice, Quot.sound]
```

**Q:** What happens at the edge, φ = π/4?

**A:** The weight cos φ − sin φ vanishes, and the k = −π/2 state joins the uniform one at the lowest energy. Their moments are −t/√2 and +t/√2, so "the ground-state moment" no longer has a single value. At φ = 0 the hopping is real and the moment is zero.

**Q:** Why should someone running PAW calculations care?

**A:** Orbital moments are often evaluated from on-site terms inside atomic spheres. In this non-interacting, one-electron, four-site model such an evaluation returns zero, while the full ground-state moment has magnitude t |sin φ|. The model shows that the intersite part can be everything; it does not estimate its size in a real material.
